# The unnormalised Fourier matrix of \(N\ge 1\) sites has squared determinant \((-1)^{\lfloor (N-1)/2\rfloor}N^N\)

Take a ring of \(N\) sites with one orbital per site, and fill its single band completely with spinless electrons. The filled state can be written with one electron in each site orbital, or with one electron in each plane wave. Both expressions describe the same state, so they differ at most by a phase factor. What is that phase?

Let \(a\) be the lattice constant, \(x_k=ka\) the site positions and \(q_j=2\pi j/(Na)\) the wave numbers allowed by the periodic boundary condition, with \(j,k=0,\dots,N-1\). If \(c_k^\dagger\) creates an electron on site \(k\), the plane-wave operators are

\[
b_j^\dagger=\frac{1}{\sqrt N}\sum_k e^{iq_jx_k}c_k^\dagger=\frac{1}{\sqrt N}\sum_k \overline{F_{jk}}\,c_k^\dagger,
\qquad F_{jk}=e^{-2\pi i jk/N}.
\]

Because the operators anticommute, the product of all \(b_j^\dagger\) equals the product of all \(c_k^\dagger\), taken in the same order of labels, times \(\overline{\det F}/N^{N/2}\). This step from electrons to a determinant is ordinary second quantisation and is not part of the Lean development, which treats the matrix \(F\) alone. There the result is

\[
(\det F)^2=(-1)^m N^N,\qquad m=\left\lfloor\frac{N-1}{2}\right\rfloor ,
\]

where \(m\) is the number of pairs of wave numbers exchanged by parity. For this finite, one-orbital ring the phase is therefore \(i^m\) up to a sign. It drops out of expectation values, but it enters when amplitudes computed in the two bases are compared.

```lean
import Mathlib

open Matrix

namespace FourierDeterminant

noncomputable section
```

## The matrix and the parity operation

Sites and wave numbers are both labelled by `ZMod N`, the integers modulo \(N\), which builds in the Born–von Karman condition: label \(N\) is label \(0\) again. The expression `j.val` is the representative of \(j\) among \(0,\dots,N-1\), so the definition is the explicit exponential above. It has no factor \(1/\sqrt N\); each row has squared norm \(N\).

The letters differ from common usage. The row index \(j\) is the wave number and the column index \(k\) is the site, whereas many texts reserve \(k\) for the wave number.

```lean
/-- The unnormalised Fourier matrix of a ring of `N` sites, with entries `exp(-2πi j k / N)`, where
`j` and `k` are represented by `0, …, N - 1`. It describes a ring only for `N ≥ 1`. -/
def fourierMatrix (N : ℕ) : Matrix (ZMod N) (ZMod N) ℂ :=
  Matrix.of fun j k =>
    Complex.exp (-2 * Real.pi * Complex.I * (j.val : ℂ) * (k.val : ℂ) / (N : ℂ))
```

Parity reverses every wave number. In the next definition `k` stands for a wave number, and \(-k\) is taken modulo \(N\), so for \(k\neq 0\) its representative is \(N-k\). The type `Equiv.Perm (ZMod N)` records that this map is a permutation of the labels.

```lean
/-- Parity: the permutation of the wave numbers that sends `k` to `-k` modulo `N`. -/
def parity (N : ℕ) : Equiv.Perm (ZMod N) := Equiv.neg (ZMod N)
```

## Entries as characters of the ring

Write \(\chi(x)=e^{2\pi i x/N}\). Adding \(N\) to \(x\) multiplies the exponential by \(e^{2\pi i}=1\), so \(\chi\) is well defined on labels modulo \(N\), and it satisfies \(\chi(x+y)=\chi(x)\chi(y)\). Then

\[
F_{jk}=\chi(-jk).
\]

In Lean \(\chi\) is `ZMod.stdAddChar`. The assumption `[NeZero N]` says \(N\ge1\); for \(N=0\) the type `ZMod N` would be the infinite set of all integers. The proof writes \(-jk\) as the class of an ordinary integer, evaluates the character there, and compares exponents.

```lean
/-- For `N ≥ 1`, an entry of the Fourier matrix is the standard character of the ring evaluated at
`-jk`, with the product taken modulo `N`. -/
theorem fourierMatrix_eq_character (N : ℕ) [NeZero N] (j k : ZMod N) :
    fourierMatrix N j k = ZMod.stdAddChar (-(j * k)) := by
  have h : -(j * k) = ((-((j.val : ℤ) * (k.val : ℤ)) : ℤ) : ZMod N) := by
    simp only [Int.cast_neg, Int.cast_mul, Int.cast_natCast, ZMod.natCast_zmod_val]
  rw [h, ZMod.stdAddChar_coe]
  simp only [fourierMatrix, Matrix.of_apply, Int.cast_neg, Int.cast_mul, Int.cast_natCast]
  congr 1
  ring
```

## Conjugation reverses the wave number

Complex conjugation changes the sign of the exponent, and that sign can be absorbed into \(j\):

\[
\overline{F_{jk}}=\overline{\chi(-jk)}=\chi(jk)=\chi\bigl(-(-j)k\bigr)=F_{-j,k}.
\]

In the Lean statement `starRingEnd ℂ` is complex conjugation. The lemma `AddChar.map_neg_eq_conj` supplies \(\chi(-x)=\overline{\chi(x)}\), and the rest is the same rearrangement of signs.

```lean
/-- For `N ≥ 1`, complex conjugation of a plane wave reverses its wave number. -/
theorem fourierMatrix_conj (N : ℕ) [NeZero N] (j k : ZMod N) :
    starRingEnd ℂ (fourierMatrix N j k) = fourierMatrix N (-j) k := by
  rw [fourierMatrix_eq_character, fourierMatrix_eq_character, ← AddChar.map_neg_eq_conj]
  congr 1
  ring
```

## Orthogonality of the plane waves

Now let \(j\) and \(k\) both be wave numbers and \(l\) a site. The overlap of two rows is

\[
(FF^\dagger)_{jk}=\sum_l F_{jl}\overline{F_{kl}}
=\sum_l\chi(-jl)\,\chi(kl)=\sum_l \chi\bigl(l(k-j)\bigr).
\]

If \(j=k\), every term is 1 and the sum is \(N\). If \(j\ne k\), put \(r=\chi(k-j)\). Then \(r\ne1\) but \(r^N=1\), and the geometric sum gives

\[
\sum_{l=0}^{N-1}r^l=\frac{r^N-1}{r-1}=0.
\]

Hence \(FF^\dagger=N\,\mathbf 1\), and the rows of \(F/\sqrt N\) are orthonormal.

The superscript `ᴴ` denotes the conjugate transpose. The auxiliary statement `hl` rewrites each term of the overlap as \(\chi(l(k-j))\). The sum over \(l\) is then taken from `AddChar.sum_mulShift`, which plays the part of the geometric series, and the two cases \(j=k\) and \(j\ne k\) finish the proof.

```lean
/-- For `N ≥ 1`, plane waves with different wave numbers are orthogonal, and each has
squared norm `N`. -/
theorem fourierMatrix_orthogonality (N : ℕ) [NeZero N] :
    fourierMatrix N * (fourierMatrix N)ᴴ = (N : ℂ) • (1 : Matrix (ZMod N) (ZMod N) ℂ) := by
  ext j k
  -- each term of the overlap is a plane wave in the site label `l`
  have hl : ∀ l, fourierMatrix N j l * (fourierMatrix N)ᴴ l k
      = ZMod.stdAddChar (l * (k - j)) := by
    intro l
    rw [Matrix.conjTranspose_apply, ← starRingEnd_apply, fourierMatrix_conj,
      fourierMatrix_eq_character, fourierMatrix_eq_character, ← AddChar.map_add_eq_mul]
    congr 1
    ring
  rw [Matrix.mul_apply, Finset.sum_congr rfl fun l _ => hl l,
    AddChar.sum_mulShift _ (ZMod.isPrimitive_stdAddChar N)]
  by_cases h : j = k
  · subst h
    simp [ZMod.card]
  · simp [h, sub_eq_zero, Ne.symm h]
```

## The sign of a permutation that undoes itself

Suppose \(\sigma(\sigma(x))=x\) for every label \(x\). Each label is either fixed or swapped with exactly one partner. If there are \(c\) swaps, then \(2c\) labels move. Each swap contributes a factor \(-1\) to the sign of the permutation, so

\[
\operatorname{sgn}\sigma=(-1)^c .
\]

It is not enough that an even number of labels move. The cyclic permutation \(1\to2\to3\to4\to1\) moves four labels, which would give \(c=2\) and sign \(+1\), but its sign is \(-1\).

In Lean, `σ.support` is the set of moved labels and `σ.cycleType` lists the lengths of the nontrivial cycles. Since \(\sigma^2=1\), each length divides 2, and a nontrivial cycle has length at least 2, so every length is exactly 2. This is `h2`. The lengths therefore add up to \(2c\), with \(c\) the number of cycles. Mathlib's sign formula has the exponent "sum of lengths plus number of cycles", here \(2c+c\), which leaves \((-1)^c\).

```lean
/-- A permutation of finitely many labels that undoes itself moves an even number `2c` of
labels and has sign `(-1)^c`. -/
theorem involution_sign {α : Type*} [Fintype α] [DecidableEq α] (σ : Equiv.Perm α)
    (h : ∀ x, σ (σ x) = x) :
    ∃ c : ℕ, σ.support.card = 2 * c ∧ Equiv.Perm.sign σ = (-1) ^ c := by
  have hσ : σ ^ 2 = 1 := by
    ext x
    simp [pow_two, h]
  -- all nontrivial cycles have length two
  have h2 : ∀ n ∈ σ.cycleType, n = 2 := fun n hn =>
    le_antisymm
      (Nat.le_of_dvd two_pos
        ((Equiv.Perm.dvd_of_mem_cycleType hn).trans (orderOf_dvd_of_pow_eq_one hσ)))
      (Equiv.Perm.two_le_of_mem_cycleType hn)
  have hs : σ.cycleType.sum = 2 * Multiset.card σ.cycleType := by
    rw [Multiset.eq_replicate_card.2 h2]
    simp [mul_comm]
  refine ⟨Multiset.card σ.cycleType, by rw [← Equiv.Perm.sum_cycleType, hs], ?_⟩
  rw [Equiv.Perm.sign_of_cycleType, hs, pow_add, pow_mul]
  simp
```

## Counting the exchanged pairs

A wave number \(k\) is unchanged by parity when \(2k\) is a multiple of \(N\). With \(0\le k<N\) this means \(k=0\), the zone centre, or \(2k=N\), the zone boundary, which exists only for even \(N\). Subtracting the fixed labels from the total gives

\[
2c=\begin{cases}N-1,& N\text{ odd},\\ N-2,& N\text{ even},\end{cases}
\qquad\text{so}\qquad c=\left\lfloor\frac{N-1}{2}\right\rfloor=m .
\]

The Lean expression `(N - 1) / 2` is division of natural numbers and rounds down, so it is \(m\).

The proof places the fixed labels inside a set with at most two members (`hf`) and checks that \(0\) is one of them (`h0`). There are thus one or two fixed labels. The preceding theorem says that the number of moved labels is even, which selects one of these possibilities for each \(N\), and `omega` completes the integer arithmetic.

```lean
/-- For `N ≥ 1`, parity moves exactly `2m` wave numbers, where `m` is the integer part of
`(N - 1)/2`. -/
theorem card_moved_by_parity (N : ℕ) [NeZero N] :
    (parity N).support.card = 2 * ((N - 1) / 2) := by
  obtain ⟨c, hc, -⟩ := involution_sign (parity N) (fun x => neg_neg x)
  -- every fixed label is `0` or the class of `N / 2`, rounded down
  have hf : (parity N).supportᶜ ⊆ {0, ((N / 2 : ℕ) : ZMod N)} := by
    intro k hk
    have hk' : -k = k := Equiv.Perm.notMem_support.1 (Finset.mem_compl.1 hk)
    rw [Finset.mem_insert, Finset.mem_singleton]
    rcases (ZMod.neg_eq_self_iff k).1 hk' with h | h
    · exact Or.inl h
    · have hv : N / 2 = k.val := by omega
      right
      rw [hv, ZMod.natCast_zmod_val]
  have h0 : (0 : ZMod N) ∈ (parity N).supportᶜ :=
    Finset.mem_compl.2 (Equiv.Perm.notMem_support.2 (show -(0 : ZMod N) = 0 from neg_zero))
  have hpos := Finset.card_pos.2 ⟨_, h0⟩
  have hle := (Finset.card_le_card hf).trans Finset.card_le_two
  have hsum := Finset.card_add_card_compl (parity N).support
  rw [ZMod.card] at hsum
  omega
```

## Conjugation fixes the phase up to a sign

Conjugating all entries of \(F\) replaces row \(j\) by row \(-j\). The conjugate matrix is therefore \(F\) with its rows permuted by parity, and a row permutation multiplies a determinant by its sign:

\[
\overline{\det F}=\det\overline F=(-1)^m\det F .
\]

So \(\det F\) is real when \(m\) is even and purely imaginary when \(m\) is odd.

The Lean proof first identifies the \(c\) of the involution theorem with \(m\). It then works with \(F^\dagger\), because Mathlib relates `det` of the conjugate transpose to the conjugate of `det`. The statement `hF` says that \(F^\dagger\) is the transpose of the row-permuted matrix. Transposition leaves the determinant unchanged, and `Matrix.det_permute` supplies the sign.

```lean
/-- For `N ≥ 1`, the complex conjugate of the Fourier determinant is `(-1)^m` times the
determinant, where `m` is the integer part of `(N - 1)/2`. -/
theorem star_det_fourierMatrix (N : ℕ) [NeZero N] :
    star (fourierMatrix N).det = (-1) ^ ((N - 1) / 2) * (fourierMatrix N).det := by
  obtain ⟨c, hc, hsign⟩ := involution_sign (parity N) (fun x => neg_neg x)
  have hm : c = (N - 1) / 2 := by
    have := card_moved_by_parity N
    omega
  -- conjugation permutes the rows by parity
  have hF : (fourierMatrix N)ᴴ = ((fourierMatrix N).submatrix (parity N) id)ᵀ := by
    ext i j
    exact fourierMatrix_conj N j i
  rw [← Matrix.det_conjTranspose, hF, Matrix.det_transpose, Matrix.det_permute, hsign, hm]
  simp
```

## The squared determinant

Write \(D=\det F\) and \(s=(-1)^m\). Taking determinants in \(FF^\dagger=N\,\mathbf 1\) gives

\[
D\,\overline D=N^N ,
\]

since the factor \(N\) appears once for each of the \(N\) rows. Inserting \(\overline D=sD\) turns this into \(sD^2=N^N\). Multiplication by \(s\), with \(s^2=1\), yields

\[
D^2=(-1)^mN^N .
\]

The theorem states this equality between complex numbers for every \(N\ge1\). In its proof `h` is the determinant of the orthogonality relation with the conjugate already replaced, `hs` is \(s^2=1\), and `linear_combination` carries out the last multiplication.

```lean
/-- For `N ≥ 1`, the squared determinant of the Fourier matrix is `(-1)^m N^N`, where `m`
is the integer part of `(N - 1)/2`. -/
theorem det_fourierMatrix_sq (N : ℕ) [NeZero N] :
    (fourierMatrix N).det ^ 2 = (-1) ^ ((N - 1) / 2) * (N : ℂ) ^ N := by
  -- orthogonality fixes the modulus of the determinant, conjugation its phase up to a sign
  have h := congrArg Matrix.det (fourierMatrix_orthogonality N)
  rw [Matrix.det_mul, Matrix.det_conjTranspose, Matrix.det_smul, Matrix.det_one, mul_one,
    ZMod.card, star_det_fourierMatrix] at h
  have hs : (-1 : ℂ) ^ ((N - 1) / 2) * (-1) ^ ((N - 1) / 2) = 1 := by
    rw [← mul_pow]
    simp
  generalize (-1 : ℂ) ^ ((N - 1) / 2) = s at h hs ⊢
  linear_combination s * h - (fourierMatrix N).det ^ 2 * hs
```

## The determinant up to sign

Put \(w=i^m(\sqrt N)^N\). Then

\[
w^2=(i^2)^m\bigl((\sqrt N)^2\bigr)^N=(-1)^mN^N=D^2 ,
\]

so \((D-w)(D+w)=0\), and \(D=w\) or \(D=-w\). For the normalised matrix this reads \(\det(F/\sqrt N)=\pm i^m\).

The Lean statement is the corresponding "or" between two equations. It leaves open which sign occurs for a given \(N\). The real square root is computed first and then regarded as a complex number, which accounts for the double type annotation around `√(N : ℝ)`.

```lean
/-- For `N ≥ 1`, the determinant of the Fourier matrix is `i^m (√N)^N` up to an overall
sign, where `m` is the integer part of `(N - 1)/2`. -/
theorem det_fourierMatrix_up_to_sign (N : ℕ) [NeZero N] :
    (fourierMatrix N).det = Complex.I ^ ((N - 1) / 2) * ((√(N : ℝ) : ℝ) : ℂ) ^ N ∨
    (fourierMatrix N).det = -(Complex.I ^ ((N - 1) / 2) * ((√(N : ℝ) : ℝ) : ℂ) ^ N) := by
  have hs : ((√(N : ℝ) : ℝ) : ℂ) ^ 2 = (N : ℂ) := by
    rw [← Complex.ofReal_pow, Real.sq_sqrt (Nat.cast_nonneg N), Complex.ofReal_natCast]
  apply sq_eq_sq_iff_eq_or_eq_neg.1
  rw [det_fourierMatrix_sq, mul_pow, pow_right_comm Complex.I,
    pow_right_comm ((√(N : ℝ) : ℝ) : ℂ), Complex.I_sq, hs]

end

end FourierDeterminant
```

```lean
#print axioms FourierDeterminant.det_fourierMatrix_sq
#print axioms FourierDeterminant.det_fourierMatrix_up_to_sign
```

```
'FourierDeterminant.det_fourierMatrix_sq' depends on axioms: [propext, Classical.choice, Quot.sound]
'FourierDeterminant.det_fourierMatrix_up_to_sign' depends on axioms: [propext, Classical.choice, Quot.sound]
```

## Rings of one, two and three sites

For \(N=1\) the matrix is the single entry 1. Parity exchanges nothing, \(m=0\), and \(D^2=1\).

For \(N=2\) the wave numbers are the zone centre and the zone boundary, both fixed by parity, so again \(m=0\):

\[
F=\begin{pmatrix}1&1\\1&-1\end{pmatrix},\qquad D=-2,\qquad D^2=4=2^2 .
\]

Here the lower of the two signs occurs.

The first exchanged pair appears at \(N=3\), where parity swaps the labels 1 and 2. With \(\omega=e^{-2\pi i/3}\),

\[
D=\det\begin{pmatrix}1&1&1\\1&\omega&\omega^2\\1&\omega^2&\omega\end{pmatrix}
=3(\omega^2-\omega)=3\sqrt3\,i,\qquad D^2=-27=(-1)^1\,3^3 .
\]
